# With antisymmetric Peierls phases, every energy of a finite Hermitian Hamiltonian lies within $\max_j\sum_l |a_{jl}||H_{jl}|$ of an energy without them

Let `n` be a finite set of sites, with one orthonormal orbital per site. A one-particle Hamiltonian is a complex matrix $H$ on these sites, and a state is a vector of amplitudes $\psi_j$.

```lean
import Mathlib

open Matrix

namespace PeierlsPhaseStability

noncomputable section

variable {n : Type*} [Fintype n]
```

An energy is a real number $E$ with $H\psi = E\psi$ for some $\psi \neq 0$. For Hermitian $H$ this covers every eigenvalue.

```lean
/-- The real number `E` is an energy of `H`: some nonzero state satisfies `H ψ = E ψ`. -/
def IsEnergy (H : Matrix n n ℂ) (E : ℝ) : Prop :=
  ∃ ψ : n → ℂ, ψ ≠ 0 ∧ H *ᵥ ψ = (E : ℂ) • ψ
```

In the Peierls substitution, a magnetic field enters through real, dimensionless bond phases $a_{jl}$, whose phase factors multiply the matrix elements:
$$H'_{jl} = e^{i a_{jl}} H_{jl}.$$

```lean
/-- The Hamiltonian with Peierls phases, `H'_jl = exp(i a_jl) H_jl`. -/
def peierls (a : Matrix n n ℝ) (H : Matrix n n ℂ) : Matrix n n ℂ :=
  Matrix.of fun j l => Complex.exp (a j l * Complex.I) * H j l
```

The size of the change will be bounded in terms of
$$M = \max_j \sum_l |a_{jl}|\,|H_{jl}|,$$
which Lean writes as a supremum over the sites.

```lean
/-- The largest row sum of `|a_jl| |H_jl|`. -/
def phaseStrength (a : Matrix n n ℝ) (H : Matrix n n ℂ) : ℝ :=
  ⨆ j, ∑ l, |a j l| * ‖H j l‖
```

## Antisymmetric phases keep $H'$ Hermitian

Two hypotheses are used from here on: $H$ is Hermitian, and $a_{lj} = -a_{jl}$ (`aᵀ = -a`). The second says that a hop and its reverse carry opposite phases; it also makes $a_{jj}=0$, so on-site energies are untouched. Then
$$\overline{H'_{lj}} = e^{-i a_{lj}}\,\overline{H_{lj}} = e^{i a_{jl}} H_{jl} = H'_{jl}.$$

```lean
omit [Fintype n] in
/-- Antisymmetric Peierls phases keep a Hermitian Hamiltonian Hermitian. -/
theorem peierls_isHermitian {a : Matrix n n ℝ} {H : Matrix n n ℂ}
    (ha : aᵀ = -a) (hH : H.IsHermitian) : (peierls a H).IsHermitian := by
  ext j l
  have h1 : a l j = -a j l := by simpa using congrFun (congrFun ha j) l
  rw [Matrix.conjTranspose_apply]
  simp only [peierls, Matrix.of_apply]
  rw [star_mul', hH.apply j l, h1, Complex.star_def, ← Complex.exp_conj, map_mul,
    Complex.conj_ofReal, Complex.conj_I, Complex.ofReal_neg, neg_mul_neg]
```

## The size of $H'-H$

For real $x$,
$$|e^{ix}-1|^2 = (\cos x-1)^2+\sin^2 x = 2-2\cos x \le x^2,$$
because $\cos x \ge 1 - x^2/2$. Lean compares the squares in the same way, and `nlinarith` combines the two trigonometric facts.

```lean
/-- A phase factor differs from one by at most the size of the phase. -/
theorem norm_phase_sub_one_le (x : ℝ) : ‖Complex.exp (x * Complex.I) - 1‖ ≤ |x| := by
  rw [← sq_le_sq₀ (norm_nonneg _) (abs_nonneg _), sq_abs, Complex.sq_norm,
    Complex.normSq_apply]
  simp only [Complex.sub_re, Complex.sub_im, Complex.one_re, Complex.one_im,
    Complex.exp_ofReal_mul_I_re, Complex.exp_ofReal_mul_I_im]
  nlinarith [Real.sin_sq_add_cos_sq x, Real.one_sub_sq_div_two_le_cos (x := x)]
```

Next, let $D$ be a matrix whose row and column sums of $|D_{jl}|$ are all at most $M$. Splitting $|D_{jl}|$ into two square roots, Cauchy–Schwarz gives for each row
$$|(D\psi)_j|^2 \le \Big(\sum_l |D_{jl}|\Big)\sum_l |D_{jl}||\psi_l|^2 \le M\sum_l |D_{jl}||\psi_l|^2.$$
Summing over $j$ and exchanging the sums leaves column sums, so
$$\|D\psi\|^2 \le M\sum_l\Big(\sum_j |D_{jl}|\Big)|\psi_l|^2 \le M^2\|\psi\|^2.$$
In the code `hj` is the row estimate, and the last `calc` block does the summation. The squared norms are written out as sums, since Mathlib's default norm on `n → ℂ` is the largest amplitude, not the Euclidean length.

```lean
/-- Schur test with unit weights: if all row and column sums of `|D_jl|` are at most `M`, then `‖D
ψ‖² ≤ M² ‖ψ‖²`. -/
theorem schur_test {D : Matrix n n ℂ} {M : ℝ} (hrow : ∀ j, ∑ l, ‖D j l‖ ≤ M)
    (hcol : ∀ l, ∑ j, ‖D j l‖ ≤ M) (ψ : n → ℂ) :
    ∑ j, ‖(D *ᵥ ψ) j‖ ^ 2 ≤ M ^ 2 * ∑ j, ‖ψ j‖ ^ 2 := by
  -- Cauchy-Schwarz with weights `|D_jl|` in each row
  have hj : ∀ j, ‖(D *ᵥ ψ) j‖ ^ 2 ≤ M * ∑ l, ‖D j l‖ * ‖ψ l‖ ^ 2 := by
    intro j
    have h1 : ‖(D *ᵥ ψ) j‖ ≤ ∑ l, ‖D j l‖ * ‖ψ l‖ := by
      simpa only [Matrix.mulVec, dotProduct, norm_mul] using
        norm_sum_le Finset.univ (fun l => D j l * ψ l)
    calc ‖(D *ᵥ ψ) j‖ ^ 2 ≤ (∑ l, ‖D j l‖ * ‖ψ l‖) ^ 2 :=
          pow_le_pow_left₀ (norm_nonneg _) h1 2
      _ ≤ (∑ l, ‖D j l‖) * ∑ l, ‖D j l‖ * ‖ψ l‖ ^ 2 :=
          Finset.sum_sq_le_sum_mul_sum_of_sq_le_mul _ (fun _ _ => norm_nonneg _)
            (fun _ _ => by positivity) (fun _ _ => le_of_eq (by ring))
      _ ≤ M * ∑ l, ‖D j l‖ * ‖ψ l‖ ^ 2 :=
          mul_le_mul_of_nonneg_right (hrow j) (Finset.sum_nonneg fun _ _ => by positivity)
  calc ∑ j, ‖(D *ᵥ ψ) j‖ ^ 2 ≤ ∑ j, M * ∑ l, ‖D j l‖ * ‖ψ l‖ ^ 2 :=
        Finset.sum_le_sum fun j _ => hj j
    _ = ∑ l, M * ((∑ j, ‖D j l‖) * ‖ψ l‖ ^ 2) := by
        rw [← Finset.mul_sum, Finset.sum_comm, ← Finset.mul_sum]
        simp only [Finset.sum_mul]
    _ ≤ ∑ l, M * (M * ‖ψ l‖ ^ 2) := by
        refine Finset.sum_le_sum fun l _ => ?_
        have hM : 0 ≤ M := (Finset.sum_nonneg fun _ _ => norm_nonneg _).trans (hrow l)
        exact mul_le_mul_of_nonneg_left
          (mul_le_mul_of_nonneg_right (hcol l) (sq_nonneg _)) hM
    _ = M ^ 2 * ∑ j, ‖ψ j‖ ^ 2 := by
        rw [Finset.mul_sum]
        exact Finset.sum_congr rfl fun _ _ => by ring
```

Apply this to $D = H'-H$. Its entries are $(e^{ia_{jl}}-1)H_{jl}$, so $|D_{jl}| \le |a_{jl}||H_{jl}|$ (`hent`), and the row sums are at most $M$ (`hsup`). Since $|a_{jl}||H_{jl}| = |a_{lj}||H_{lj}|$, the column sums obey the same bound. Hence $\|(H'-H)\psi\| \le M\|\psi\|$.

```lean
/-- For Hermitian `H` and antisymmetric phases, the change of the Hamiltonian satisfies `‖(H' - H)
ψ‖² ≤ M² ‖ψ‖²`, with `M` the largest row sum of `|a_jl| |H_jl|`. -/
theorem peierls_sub_bound {a : Matrix n n ℝ} {H : Matrix n n ℂ}
    (ha : aᵀ = -a) (hH : H.IsHermitian) (ψ : n → ℂ) :
    ∑ j, ‖((peierls a H - H) *ᵥ ψ) j‖ ^ 2 ≤ phaseStrength a H ^ 2 * ∑ j, ‖ψ j‖ ^ 2 := by
  have hent : ∀ j l, ‖(peierls a H - H) j l‖ ≤ |a j l| * ‖H j l‖ := by
    intro j l
    have h1 : (peierls a H - H) j l = (Complex.exp (a j l * Complex.I) - 1) * H j l := by
      simp only [peierls, Matrix.sub_apply, Matrix.of_apply]
      ring
    rw [h1, norm_mul]
    exact mul_le_mul_of_nonneg_right (norm_phase_sub_one_le _) (norm_nonneg _)
  have hsup : ∀ j, ∑ l, |a j l| * ‖H j l‖ ≤ phaseStrength a H := fun j =>
    le_ciSup (f := fun j => ∑ l, |a j l| * ‖H j l‖) (Set.finite_range _).bddAbove j
  refine schur_test (fun j => (Finset.sum_le_sum fun l _ => hent j l).trans (hsup j))
    (fun l => (Finset.sum_le_sum fun j _ => hent j l).trans ?_) ψ
  -- column sums equal row sums
  refine le_trans (le_of_eq (Finset.sum_congr rfl fun j _ => ?_)) (hsup l)
  have h1 : a j l = -a l j := by simpa using congrFun (congrFun ha l) j
  rw [h1, abs_neg, ← hH.apply l j, norm_star]
```

## A small residual forces a nearby energy

Suppose $\psi\ne0$ and $\|(H-z)\psi\| \le \delta\|\psi\|$, with $z$ real and $\delta\ge0$. Let $b_k$ be an orthonormal eigenbasis of $H$ with energies $E_k$, and put $c_k = \langle b_k,\psi\rangle$. Because $H$ is Hermitian, $\langle b_k,(H-z)\psi\rangle = (E_k-z)c_k$ (`hcoef`), and `parseval` gives
$$\|(H-z)\psi\|^2 = \sum_k (E_k-z)^2|c_k|^2, \qquad \|\psi\|^2=\sum_k|c_k|^2.$$
If every $|E_k-z|$ exceeded $\delta$ (`hgap`), the first sum would be strictly larger than $\delta^2\|\psi\|^2$, because some $c_k$ is nonzero (`hk`). This contradicts the assumption.

```lean
/-- If a trial state has residual `‖(H - z) ψ‖ ≤ δ ‖ψ‖`, the Hermitian `H` has an energy
within `δ` of `z`. -/
theorem exists_energy_near {H : Matrix n n ℂ} (hH : H.IsHermitian) {ψ : n → ℂ}
    (hψ : ψ ≠ 0) {z δ : ℝ} (hδ : 0 ≤ δ)
    (h : ∑ j, ‖(H *ᵥ ψ - (z : ℂ) • ψ) j‖ ^ 2 ≤ δ ^ 2 * ∑ j, ‖ψ j‖ ^ 2) :
    ∃ E, IsEnergy H E ∧ |E - z| ≤ δ := by
  classical
  let b := hH.eigenvectorBasis
  let ev := hH.eigenvalues
  have parseval : ∀ φ : n → ℂ,
      ∑ k, ‖inner ℂ (b k) (WithLp.toLp 2 φ)‖ ^ 2 = ∑ j, ‖φ j‖ ^ 2 := by
    intro φ
    have h2 := congrArg (· ^ 2) (b.repr.norm_map (WithLp.toLp 2 φ))
    simp only [EuclideanSpace.norm_sq_eq, b.repr_apply_apply] at h2
    exact h2
  have heig : ∀ k, H *ᵥ (b k).ofLp = (ev k : ℂ) • (b k).ofLp := by
    intro k
    refine (hH.mulVec_eigenvectorBasis k).trans ?_
    ext j
    simp [b, ev]
  -- in the eigenbasis, `H - z` multiplies each amplitude by `E_k - z`
  have hcoef : ∀ k, inner ℂ (b k) (WithLp.toLp 2 (H *ᵥ ψ - (z : ℂ) • ψ)) =
      ((ev k - z : ℝ) : ℂ) * inner ℂ (b k) (WithLp.toLp 2 ψ) := by
    intro k
    have hin : ∀ φ : n → ℂ, inner ℂ (b k) (WithLp.toLp 2 φ) = star (b k).ofLp ⬝ᵥ φ :=
      fun φ => (EuclideanSpace.inner_eq_star_dotProduct _ _).trans (dotProduct_comm _ _)
    have h2 : star (b k).ofLp ᵥ* H = (ev k : ℂ) • star (b k).ofLp := by
      have h3 := congrArg star (heig k)
      rw [Matrix.star_mulVec, hH.eq, star_smul, Complex.star_def, Complex.conj_ofReal] at h3
      exact h3
    rw [hin, hin, dotProduct_sub, Matrix.dotProduct_mulVec, h2, smul_dotProduct,
      dotProduct_smul, smul_eq_mul, smul_eq_mul]
    push_cast
    ring
  by_contra hno
  have hgap : ∀ k, δ ^ 2 < (ev k - z) ^ 2 := by
    intro k
    have hne : (b k).ofLp ≠ 0 := fun h0 =>
      b.orthonormal.ne_zero k (by ext j; exact congrFun h0 j)
    have h1 : δ < |ev k - z| :=
      lt_of_not_ge fun hle => hno ⟨ev k, ⟨_, hne, heig k⟩, hle⟩
    rw [← sq_abs (ev k - z)]
    exact pow_lt_pow_left₀ h1 hδ two_ne_zero
  obtain ⟨k, hk⟩ : ∃ k, inner ℂ (b k) (WithLp.toLp 2 ψ) ≠ 0 := by
    by_contra hall
    have hall' : ∀ k, inner ℂ (b k) (WithLp.toLp 2 ψ) = 0 := fun k =>
      not_not.mp fun hk => hall ⟨k, hk⟩
    obtain ⟨j, hj⟩ := Function.ne_iff.mp hψ
    have hp : 0 < ‖ψ j‖ := norm_pos_iff.mpr hj
    have h1 : ‖ψ j‖ ^ 2 ≤ ∑ j, ‖ψ j‖ ^ 2 :=
      Finset.single_le_sum (f := fun j => ‖ψ j‖ ^ 2) (fun _ _ => sq_nonneg _)
        (Finset.mem_univ j)
    have h2 : ∑ j, ‖ψ j‖ ^ 2 = 0 := by
      rw [← parseval ψ]
      exact Finset.sum_eq_zero fun k _ => by rw [hall' k]; simp
    nlinarith
  have hterm : ∀ k, ‖inner ℂ (b k) (WithLp.toLp 2 (H *ᵥ ψ - (z : ℂ) • ψ))‖ ^ 2 =
      (ev k - z) ^ 2 * ‖inner ℂ (b k) (WithLp.toLp 2 ψ)‖ ^ 2 := by
    intro k
    rw [hcoef, norm_mul, mul_pow, Complex.norm_real, Real.norm_eq_abs, sq_abs]
  rw [← parseval (H *ᵥ ψ - (z : ℂ) • ψ), ← parseval ψ, Finset.mul_sum,
    Finset.sum_congr rfl fun k _ => hterm k] at h
  refine absurd h (not_le_of_gt (Finset.sum_lt_sum (fun k _ => ?_) ⟨k, Finset.mem_univ k, ?_⟩))
  · exact mul_le_mul_of_nonneg_right (hgap k).le (sq_nonneg _)
  · exact mul_lt_mul_of_pos_right (hgap k) (pow_pos (norm_pos_iff.mpr hk) 2)
```

## Comparing the two spectra

If $H'\psi = E'\psi$, then
$$(H-E')\psi = -(H'-H)\psi,$$
whose norm is at most $M\|\psi\|$. The residual bound with $z=E'$ and $\delta=M$ yields an energy $E$ of $H$ with $|E-E'|\le M$. Conversely, if $H\psi=E\psi$, then $(H'-E)\psi=(H'-H)\psi$, and the same argument applies to the Hermitian matrix $H'$.

```lean
/-- Phase stability of spectra: let `H` be Hermitian, the phases antisymmetric, and `M` the largest
row sum of `|a_jl| |H_jl|`. Then every energy of `H'` lies within `M` of an energy of `H`, and every
energy of `H` lies within `M` of an energy of `H'`. -/
theorem phase_stability {a : Matrix n n ℝ} {H : Matrix n n ℂ}
    (ha : aᵀ = -a) (hH : H.IsHermitian) :
    (∀ E', IsEnergy (peierls a H) E' → ∃ E, IsEnergy H E ∧ |E - E'| ≤ phaseStrength a H) ∧
    (∀ E, IsEnergy H E → ∃ E', IsEnergy (peierls a H) E' ∧ |E' - E| ≤ phaseStrength a H) := by
  have hM : 0 ≤ phaseStrength a H :=
    Real.iSup_nonneg fun j => Finset.sum_nonneg fun l _ => by positivity
  constructor
  · rintro E' ⟨ψ, hψ, h⟩
    refine exists_energy_near hH hψ hM ?_
    -- the residual of `ψ` is `-(H' - H) ψ`
    have h1 : H *ᵥ ψ - (E' : ℂ) • ψ = -((peierls a H - H) *ᵥ ψ) := by
      rw [Matrix.sub_mulVec, h, neg_sub]
    simpa only [h1, Pi.neg_apply, norm_neg] using peierls_sub_bound ha hH ψ
  · rintro E ⟨ψ, hψ, h⟩
    refine exists_energy_near (peierls_isHermitian ha hH) hψ hM ?_
    rw [← h, ← Matrix.sub_mulVec]
    exact peierls_sub_bound ha hH ψ

end

end PeierlsPhaseStability
```

```lean
#print axioms PeierlsPhaseStability.phase_stability
```

```
'PeierlsPhaseStability.phase_stability' depends on axioms: [propext, Classical.choice, Quot.sound]
```

For finite, non-interacting tight-binding models, this limits how far a level can lie from the zero-field spectrum when the field acts only through bond phases. The theorem does not pair the levels one to one: two energies of $H'$ may be assigned the same energy of $H$.

## Two sites with symmetric phases

The antisymmetry hypothesis on $a$ cannot simply be dropped. Take
$$H=\begin{pmatrix}0&1\\1&0\end{pmatrix},\qquad a_{12}=a_{21}=\frac{\pi}{2},\qquad a_{11}=a_{22}=0.$$
Then $H'=iH$ has eigenvalues $\pm i$ and no real energy at all, so the energies $\pm1$ of $H$ have no partner and the second half of the theorem fails.
